# Controlling $U^{2^j}$ on ancilla $j$, once for each $j$, applies $U^k$ when the register holds $k$

Take two ancilla qubits with bits $b_0$ and $b_1$, and let the first control a square complex matrix $U$ and the second control $U^2$: the system is multiplied by $U^{b_0}U^{2b_1}=U^{b_0+2b_1}$, so the four bit strings select $1$, $U$, $U^2$ and $U^3$. The Lean file below proves the same rule for $m$ ancillas, with the gates in any order.

```lean
import Mathlib

open Matrix
open scoped Kronecker

namespace ControlledPowerCircuit

noncomputable section

variable {n : Type*} [Fintype n] [DecidableEq n] {m : ℕ}

/-- The projector of the ancilla register onto the states whose qubit `j` has the value `t`. -/
def bitProjector (j : Fin m) (t : Fin 2) : Matrix (Fin m → Fin 2) (Fin m → Fin 2) ℂ :=
  Matrix.diagonal fun b => if b j = t then 1 else 0

/-- The gate `V` on the system, controlled on ancilla `j`: the identity if the qubit is 0,
and `V` if it is 1. -/
def controlled (j : Fin m) (V : Matrix n n ℂ) :
    Matrix (n × (Fin m → Fin 2)) (n × (Fin m → Fin 2)) ℂ :=
  (1 : Matrix n n ℂ) ⊗ₖ bitProjector j 0 + V ⊗ₖ bitProjector j 1

/-- The product of the gates `U ^ (2 ^ j)` controlled on ancilla `j`, for `j` running through
the list `l`. -/
def circuit (U : Matrix n n ℂ) (l : List (Fin m)) :
    Matrix (n × (Fin m → Fin 2)) (n × (Fin m → Fin 2)) ℂ :=
  (l.map fun j => controlled j (U ^ (2 ^ (j : ℕ)))).prod

/-- The integer whose binary digits are the bits of `b`, with ancilla 0 the least significant. -/
def registerValue (b : Fin m → Fin 2) : ℕ := ∑ j, (b j : ℕ) * 2 ^ (j : ℕ)

/-- A controlled gate is block diagonal in the ancilla basis, with block `V ^ (b j)` at the
bit string `b`. -/
theorem controlled_eq_blockDiagonal (j : Fin m) (V : Matrix n n ℂ) :
    controlled j V = Matrix.blockDiagonal fun b : Fin m → Fin 2 => V ^ (b j : ℕ) := by
  ext ⟨x, b⟩ ⟨y, c⟩
  by_cases h : b = c
  · subst h
    simp only [controlled, bitProjector, Matrix.add_apply, Matrix.kroneckerMap_apply,
      Matrix.diagonal_apply_eq, Matrix.blockDiagonal_apply, if_true]
    -- the two values of the control bit
    generalize b j = t
    fin_cases t <;> simp
  · simp [controlled, bitProjector, Matrix.blockDiagonal_apply, h]

/-- For any list of ancillas, the circuit is block diagonal, and its block at the bit string `b` is
`U` to the power of the sum of `b j * 2 ^ j` over the list. -/
theorem circuit_eq_blockDiagonal_list (U : Matrix n n ℂ) (l : List (Fin m)) :
    circuit U l = Matrix.blockDiagonal fun b : Fin m → Fin 2 =>
      U ^ (l.map fun j => (b j : ℕ) * 2 ^ (j : ℕ)).sum := by
  induction l with
  | nil =>
    ext ⟨x, b⟩ ⟨y, c⟩
    by_cases h : b = c <;>
      simp [circuit, Matrix.blockDiagonal_apply, Matrix.one_apply, h]
  | cons j l ih =>
    have hstep : circuit U (j :: l) = controlled j (U ^ (2 ^ (j : ℕ))) * circuit U l := by
      simp [circuit]
    rw [hstep, ih, controlled_eq_blockDiagonal, ← Matrix.blockDiagonal_mul]
    congr 1
    funext b
    -- powers of the same matrix multiply by adding exponents
    rw [List.map_cons, List.sum_cons, pow_add, ← pow_mul, mul_comm (2 ^ (j : ℕ))]

/-- **Controlled-power circuit.** If every ancilla `j` controls `U ^ (2 ^ j)` exactly once, in
any order, the circuit is block diagonal with block `U ^ (∑ j, b j * 2 ^ j)` at the bit
string `b`. -/
theorem circuit_eq_blockDiagonal (U : Matrix n n ℂ) {l : List (Fin m)}
    (hl : l.Perm (List.finRange m)) :
    circuit U l = Matrix.blockDiagonal fun b : Fin m → Fin 2 => U ^ registerValue b := by
  rw [circuit_eq_blockDiagonal_list]
  congr 1
  funext b
  -- the total exponent does not depend on the order of the gates
  rw [(hl.map fun j => (b j : ℕ) * 2 ^ (j : ℕ)).sum_eq, registerValue, Fin.sum_univ_def]

/-- Every integer below `2 ^ m` is the value of exactly one bit string of the register. -/
theorem existsUnique_registerValue {k : ℕ} (hk : k < 2 ^ m) :
    ∃! b : Fin m → Fin 2, registerValue b = k := by
  have hv : ∀ b : Fin m → Fin 2, registerValue b = (finFunctionFinEquiv b : ℕ) :=
    fun b => (finFunctionFinEquiv_apply b).symm
  refine ⟨finFunctionFinEquiv.symm ⟨k, hk⟩, ?_, ?_⟩
  · change registerValue _ = k
    rw [hv, Equiv.apply_symm_apply]
  · intro b hb
    exact (Equiv.eq_symm_apply _).2 (Fin.ext ((hv b).symm.trans hb))

/-- With the register states labelled by the integers `k` below `2 ^ m` through their binary
digits, the circuit is block diagonal with blocks `U ^ k`. -/
theorem circuit_integer_blocks (U : Matrix n n ℂ) {l : List (Fin m)}
    (hl : l.Perm (List.finRange m)) :
    (circuit U l).submatrix
        (fun p : n × Fin (2 ^ m) => (p.1, finFunctionFinEquiv.symm p.2))
        (fun p : n × Fin (2 ^ m) => (p.1, finFunctionFinEquiv.symm p.2)) =
      Matrix.blockDiagonal fun k : Fin (2 ^ m) => U ^ (k : ℕ) := by
  have hv : ∀ k : Fin (2 ^ m),
      registerValue (finFunctionFinEquiv.symm k : Fin m → Fin 2) = (k : ℕ) := by
    intro k
    have h := finFunctionFinEquiv_apply (finFunctionFinEquiv.symm k : Fin m → Fin 2)
    rw [Equiv.apply_symm_apply] at h
    exact h.symm
  rw [circuit_eq_blockDiagonal U hl]
  ext ⟨x, k⟩ ⟨y, k'⟩
  by_cases h : k = k'
  · subst h
    simp only [Matrix.submatrix_apply, Matrix.blockDiagonal_apply, if_true, hv]
  · have h' : (finFunctionFinEquiv.symm k : Fin m → Fin 2) ≠ finFunctionFinEquiv.symm k' :=
      fun e => h (finFunctionFinEquiv.symm.injective e)
    simp only [Matrix.submatrix_apply, Matrix.blockDiagonal_apply, if_neg h, if_neg h']

/-- If `U` is unitary, the controlled-power circuit is unitary on system and register. -/
theorem circuit_mem_unitaryGroup {U : Matrix n n ℂ} (hU : U ∈ Matrix.unitaryGroup n ℂ)
    {l : List (Fin m)} (hl : l.Perm (List.finRange m)) :
    circuit U l ∈ Matrix.unitaryGroup (n × (Fin m → Fin 2)) ℂ := by
  have hpow : ∀ k : ℕ, U ^ k * (U ^ k)ᴴ = 1 := fun k =>
    Matrix.mem_unitaryGroup_iff.1 (pow_mem hU k)
  rw [Matrix.mem_unitaryGroup_iff, Matrix.star_eq_conjTranspose,
    circuit_eq_blockDiagonal U hl, Matrix.blockDiagonal_conjTranspose,
    ← Matrix.blockDiagonal_mul]
  simp only [hpow]
  exact Matrix.blockDiagonal_one

/-- **Action on an eigenvector.** On an eigenvector `ψ` of `U` with eigenvalue `μ` and a register
with amplitudes `a b`, the circuit multiplies the amplitude of each bit string `b` by `μ` to the
power of its integer value. -/
theorem circuit_mulVec_eigenvector {U : Matrix n n ℂ} {ψ : n → ℂ} {μ : ℂ}
    (hψ : U *ᵥ ψ = μ • ψ) (a : (Fin m → Fin 2) → ℂ) {l : List (Fin m)}
    (hl : l.Perm (List.finRange m)) :
    circuit U l *ᵥ (fun p => ψ p.1 * a p.2) =
      fun p => ψ p.1 * (μ ^ registerValue p.2 * a p.2) := by
  -- powers of `U` act on `ψ` by powers of the eigenvalue
  have hpow : ∀ k : ℕ, U ^ k *ᵥ ψ = μ ^ k • ψ := by
    intro k
    induction k with
    | zero => simp
    | succ k ih =>
      rw [pow_succ, ← Matrix.mulVec_mulVec, hψ, Matrix.mulVec_smul, ih, smul_smul, pow_succ']
  rw [circuit_eq_blockDiagonal U hl]
  funext ⟨x, b⟩
  have hx : ∑ y, (U ^ registerValue b) x y * ψ y = μ ^ registerValue b * ψ x :=
    congrFun (hpow (registerValue b)) x
  -- only the block at `b` contributes
  calc (Matrix.blockDiagonal (fun b : Fin m → Fin 2 => U ^ registerValue b) *ᵥ
        (fun p => ψ p.1 * a p.2)) (x, b)
      = ∑ y, (U ^ registerValue b) x y * (ψ y * a b) := by
        simp [Matrix.mulVec, dotProduct, Fintype.sum_prod_type, Matrix.blockDiagonal_apply,
          ite_mul]
    _ = (∑ y, (U ^ registerValue b) x y * ψ y) * a b := by
        rw [Finset.sum_mul]
        exact Finset.sum_congr rfl fun y _ => by ring
    _ = ψ x * (μ ^ registerValue b * a b) := by
        rw [hx]
        ring

end

end ControlledPowerCircuit
```

```lean
#print axioms ControlledPowerCircuit.controlled_eq_blockDiagonal
-- 'ControlledPowerCircuit.controlled_eq_blockDiagonal' depends on axioms: [propext, Classical.choice, Quot.sound]
#print axioms ControlledPowerCircuit.circuit_integer_blocks
-- 'ControlledPowerCircuit.circuit_integer_blocks' depends on axioms: [propext, Classical.choice, Quot.sound]
#print axioms ControlledPowerCircuit.circuit_mem_unitaryGroup
-- 'ControlledPowerCircuit.circuit_mem_unitaryGroup' depends on axioms: [propext, Classical.choice, Quot.sound]
#print axioms ControlledPowerCircuit.circuit_mulVec_eigenvector
-- 'ControlledPowerCircuit.circuit_mulVec_eigenvector' depends on axioms: [propext, Classical.choice, Quot.sound]
```

## The circuit as a block-diagonal matrix

The system has a finite basis labelled by the type `n`, and $U$ is a `Matrix n n ℂ`. A basis state of the register is a bit string $b=(b_0,\dots,b_{m-1})$, which Lean represents as a function `Fin m → Fin 2`. The joint basis consists of pairs $(x,b)$, with the system label first.

For a bit value $t$, `bitProjector j t` is the projector $P_j^{(t)}$ onto the register states with $b_j=t$. The controlled gate is

$$C_j(V)=1\otimes P_j^{(0)}+V\otimes P_j^{(1)},$$

with `⊗ₖ` as the Kronecker product. The definition `circuit U l` multiplies the gates $C_j(U^{2^j})$ in the order of the list `l`. The head of the list is the leftmost factor, so it acts last on a state vector.

The integer held by the register is `registerValue b`, written here as

$$v(b)=\sum_{j=0}^{m-1} b_j\,2^j .$$

The main theorem, `circuit_eq_blockDiagonal`, assumes that `l` is a permutation of `List.finRange m`, which means that every ancilla occurs exactly once. It concludes that

$$\text{circuit}=\sum_b U^{v(b)}\otimes|b\rangle\langle b| .$$

In Lean the right-hand side is a `Matrix.blockDiagonal`, whose entry between $(x,b)$ and $(y,c)$ is $(U^{v(b)})_{xy}$ if $b=c$ and zero otherwise. Nothing is assumed about $U$ beyond its being square: it may be non-unitary or singular, since all exponents are natural numbers. For $m=0$ the register has one state, the list is empty and the circuit is the identity.

Two further theorems replace bit strings by integers. `existsUnique_registerValue` says that each $k<2^m$ is the value of exactly one bit string. `circuit_integer_blocks` renames the register states accordingly, by means of `submatrix`, and finds the blocks $U^0,U^1,\dots,U^{2^m-1}$.

The order of the bits is part of the statement. Ancilla 0 is the least significant, and a reader who takes it for the most significant will exchange $U$ and $U^2$ already at $m=2$. With three ancillas, the register value 1 would be misread as 4.

## Phases written into the register

If $U$ is unitary, `circuit_mem_unitaryGroup` shows that the whole circuit is unitary, so it is a legitimate quantum evolution of system and register together.

The theorem `circuit_mulVec_eigenvector` describes what happens when the system is in an eigenvector. Let $U\psi=\mu\psi$ and let the register have arbitrary amplitudes $a_b$. Then

$$\psi\otimes\sum_b a_b|b\rangle\;\longmapsto\;\psi\otimes\sum_b \mu^{v(b)}a_b|b\rangle .$$

The system factor can be left unchanged, with the powers of the eigenvalue multiplying the register amplitudes. If only one bit string has a nonzero amplitude, this is just an overall factor; relative factors need a superposition of different register values. For unitary $U$ and nonzero $\psi$ the number $\mu$ has modulus one, so each factor is a pure phase; this is phase kickback. The Lean statement needs neither unitarity nor normalisation. For a normalised $\psi$ and a uniform register, $a_b=2^{-m/2}$, and the amplitude at value $k$ becomes $2^{-m/2}\mu^k$.

In the textbook form of quantum phase estimation this is the stage that imprints the phase of an eigenvalue of $U$ on the ancillas, here for a finite-dimensional system and exact, noiseless gates. With a Hamiltonian $H$, a time $t$ (no longer the bit value in $P_j^{(t)}$) and $\hbar=1$, one possible choice is $U=e^{-iHt}$. An eigenstate of energy $E$ then has $\mu=e^{-iEt}$, and the register carries the phases $e^{-iEtk}$. If the register started in the uniform superposition, an inverse Fourier transform, with kernel $2^{-m/2}e^{-2\pi ikl/2^m}$, followed by a measurement of the register, with an integer outcome $l<2^m$ (unrelated to the list `l`), turns this regular progression of phases into an estimate $2\pi l/2^m$ of $-Et$ modulo $2\pi$. The file treats neither that transform nor the measurement, and it does not decompose the controlled gates into elementary ones.

When $e^{-iHt}$ is replaced by a Trotter step $S(t)$, the theorem applies with $U=S(t)$, provided that the gate on ancilla $j$ repeats this same step $2^j$ times. A single longer step $S(2^jt)$ is in general a different matrix from $S(t)^{2^j}$, and the gates are then not the powers $U^{2^j}$ of $U=S(t)$ that the theorem requires. With repetition, the controlled step is used $1+2+\dots+2^{m-1}=2^m-1$ times in all.

In a state-vector simulation, the joint state can be stored as an array $\Psi_{x,k}$ with one column for each register value. The circuit replaces column $k$ by $U^k$ times that column, which gives a direct comparison for a gate-by-gate implementation. If the joint matrix is flattened with the system label as the slow index, its blocks do not in general appear as contiguous squares; they always do when the register label is the slow index.

## Why the exponents add

**One gate.** Apply $C_j(V)$ to $\phi\otimes|b\rangle$, where $\phi$ is any system vector. If $b_j=0$, only the first term survives and $\phi$ is unchanged. If $b_j=1$, only the second survives and $\phi$ becomes $V\phi$. Both cases are $V^{b_j}\phi\otimes|b\rangle$, so

$$C_j(V)=\sum_b V^{b_j}\otimes|b\rangle\langle b| .$$

This is `controlled_eq_blockDiagonal`. The proof compares matrix entries. Entries between different bit strings vanish because the projectors are diagonal; for equal strings, `fin_cases` checks the two values of the control bit.

**A list of gates.** Since $\langle b|c\rangle=\delta_{bc}$, block-diagonal matrices multiply block by block:

$$\Big(\sum_b A_b\otimes|b\rangle\langle b|\Big)\Big(\sum_c B_c\otimes|c\rangle\langle c|\Big)=\sum_b A_bB_b\otimes|b\rangle\langle b| .$$

For the gate on ancilla $j$ the block is $(U^{2^j})^{b_j}=U^{b_j2^j}$. If the remaining gates contribute $U^s$ in block $b$, the product is

$$U^{b_j2^j}\,U^s=U^{b_j2^j+s}.$$

The empty product is the identity, whose blocks are $U^0=1$. By induction, the exponent in block $b$ is the sum of $b_j2^j$ over the list.

The lemma `circuit_eq_blockDiagonal_list` follows this argument. In the `cons` case, `hstep` splits off the gate at the head of the list, which is the leftmost factor, `Matrix.blockDiagonal_mul` multiplies the blocks, and `pow_add` and `pow_mul` combine the exponents. The lemma holds for any list, including one in which an ancilla is missing or repeated.

**Each ancilla once.** When the list is a permutation of all ancillas, its sum of exponents is $v(b)$, because addition of integers does not depend on order. In the main theorem, `hl.map` carries the permutation over to the list of exponents, `sum_eq` equates the two sums, and `Fin.sum_univ_def` identifies the result with the sum in `registerValue`.

## Integers, unitarity and eigenvectors

**Binary digits.** Let $k<2^m$. For $m=0$ we have $k=0$, and the empty string is the only one. For $m>0$, every term of $v(b)$ except $b_0$ is even, so $b_0$ must be the remainder of $k$ on division by 2. The other bits must then represent $(k-b_0)/2$, which is less than $2^{m-1}$, and the argument repeats with one bit fewer. This gives existence and uniqueness together.

Lean takes this correspondence from Mathlib's bijection `finFunctionFinEquiv`, whose value on $b$ is $v(b)$. Its inverse supplies the bit string for $k$. In `circuit_integer_blocks`, injectivity of that inverse ensures that different integers label different register states, so the off-diagonal blocks remain zero.

**Unitarity.** If $UU^\dagger=1$, then $U^k(U^k)^\dagger=1$ for every natural $k$, because powers of a unitary matrix are unitary. The adjoint of a block-diagonal matrix has the adjoint blocks, so

$$\Big(\sum_b U^{v(b)}\otimes|b\rangle\langle b|\Big)\Big(\sum_c (U^{v(c)})^\dagger\otimes|c\rangle\langle c|\Big)=\sum_b 1\otimes|b\rangle\langle b|=1 .$$

For finite square matrices this one-sided identity suffices. The Lean proof takes the same route, with `hpow` providing the identity in each block.

**Eigenvectors.** First, $U^k\psi=\mu^k\psi$. This is clear for $k=0$, and if it holds for $k$, then

$$U^{k+1}\psi=U^k(U\psi)=\mu\,U^k\psi=\mu^{k+1}\psi .$$

Now apply the circuit to the vector with components $\psi_x a_b$. Only the block at $b$ contributes to the component $(x,b)$ of the result:

$$\sum_y (U^{v(b)})_{xy}\,\psi_y\,a_b=\Big(\sum_y (U^{v(b)})_{xy}\,\psi_y\Big)a_b=\psi_x\,\mu^{v(b)}a_b .$$

The `calc` block in `circuit_mulVec_eigenvector` consists of these steps. Its first line reduces the sum over all pairs to the sum over $y$, the second takes $a_b$ out of the sum, and the third inserts the eigenvalue relation, which `hx` states component by component.
